# A normal-ordered polynomial in one bosonic mode equals its formal adjoint exactly when its coefficient array is Hermitian

In a nonzero complex star-algebra, let a satisfy a a* − a* a = 1, and take H = f a* + f' a with complex numbers f and f'. If H* = H, then (f − conj f') a* + (f' − conj f) a = 0, and the commutator of a with the left side is the number f − conj f', which must therefore vanish; repeated commutators settle every finite normal-ordered sum in the same way.

```lean
import Mathlib

open Finset ComplexConjugate

namespace NormalOrderedHermiticity

noncomputable section

/- The polynomial witness below realises the commutation relation. An instance that also
carries the star operation is not constructed in this file. -/

variable {A : Type*} [Ring A] [Algebra ℂ A]

/-- The normal-ordered sum of `c j k • (b ^ j * a ^ k)` over `j, k < N`, with all powers of the
raising operator `b` to the left of the powers of the lowering operator `a`. -/
def normalOrdered (b a : A) (N : ℕ) (c : ℕ → ℕ → ℂ) : A :=
  ∑ j ∈ range N, ∑ k ∈ range N, c j k • (b ^ j * a ^ k)

/-- Moving `a` to the right through `j + 1` factors of `b` produces the extra term
`(j + 1) b ^ j`. -/
theorem lower_mul_raise_pow {a b : A} (h : a * b - b * a = 1) (j : ℕ) :
    a * b ^ (j + 1) = b ^ (j + 1) * a + ((j : ℂ) + 1) • b ^ j := by
  have hab : a * b = b * a + 1 := by rw [← h]; abel
  induction j with
  | zero => simp [hab]
  | succ n ih =>
    calc a * b ^ (n + 1 + 1) = (a * b ^ (n + 1)) * b := by rw [pow_succ b (n + 1), mul_assoc]
      _ = b ^ (n + 1) * (a * b) + ((n : ℂ) + 1) • b ^ (n + 1) := by
        rw [ih, add_mul, smul_mul_assoc, ← pow_succ, mul_assoc]
      _ = b ^ (n + 1 + 1) * a + (((n + 1 : ℕ) : ℂ) + 1) • b ^ (n + 1) := by
        rw [hab, mul_add, mul_one, ← mul_assoc, ← pow_succ]
        push_cast
        module

/-- If a polynomial in `b`, with coefficients on the right that commute with `a`, vanishes,
then each of its coefficients vanishes. -/
theorem coeff_eq_zero {a b : A} (h : a * b - b * a = 1) (N : ℕ) :
    ∀ x : ℕ → A, (∀ j, a * x j = x j * a) → ∑ j ∈ range N, b ^ j * x j = 0 →
      ∀ j < N, x j = 0 := by
  induction N with
  | zero => intro x _ _ j hj; omega
  | succ N ih =>
    intro x hx hs
    rw [sum_range_succ'] at hs
    -- the commutator with `a` acts as a derivative with respect to `b`
    have key : ∀ j : ℕ, b ^ j * (((j : ℂ) + 1) • x (j + 1)) =
        a * (b ^ (j + 1) * x (j + 1)) - (b ^ (j + 1) * x (j + 1)) * a := by
      intro j
      have e1 : a * (b ^ (j + 1) * x (j + 1)) =
          b ^ (j + 1) * (a * x (j + 1)) + ((j : ℂ) + 1) • (b ^ j * x (j + 1)) := by
        rw [← mul_assoc, lower_mul_raise_pow h j, add_mul, smul_mul_assoc, mul_assoc]
      have e2 : (b ^ (j + 1) * x (j + 1)) * a = b ^ (j + 1) * (a * x (j + 1)) := by
        rw [mul_assoc, hx]
      rw [e1, e2, mul_smul_comm, add_sub_cancel_left]
    have hd : ∑ j ∈ range N, b ^ j * (((j : ℂ) + 1) • x (j + 1)) = 0 := by
      rw [sum_congr rfl (fun j _ => key j), sum_sub_distrib, ← mul_sum, ← sum_mul,
        eq_neg_of_add_eq_zero_left hs]
      simp [hx 0]
    -- the derivative has lower degree, so its coefficients vanish
    have hpos : ∀ j < N, x (j + 1) = 0 := by
      intro j hj
      have h0 := ih (fun j => ((j : ℂ) + 1) • x (j + 1))
        (fun j => by simp only [mul_smul_comm, smul_mul_assoc, hx]) hd j hj
      exact (smul_eq_zero.mp h0).resolve_left (Nat.cast_add_one_ne_zero j)
    have hzero : ∑ j ∈ range N, b ^ (j + 1) * x (j + 1) = 0 :=
      sum_eq_zero fun j hj => by rw [hpos j (mem_range.mp hj), mul_zero]
    intro j hj
    cases j with
    | zero => simpa [hzero] using hs
    | succ j => exact hpos j (by omega)

/-- Two normal-ordered sums are equal exactly when all their coefficients agree. -/
theorem normalOrdered_eq_iff [Nontrivial A] {a b : A} (h : a * b - b * a = 1) (N : ℕ)
    (c d : ℕ → ℕ → ℂ) :
    normalOrdered b a N c = normalOrdered b a N d ↔ ∀ j < N, ∀ k < N, c j k = d j k := by
  constructor
  · intro heq j hj k hk
    -- collect the difference by powers of `b`
    have hz : ∑ j ∈ range N, b ^ j *
        (∑ k ∈ range N, a ^ k * ((c j k - d j k) • (1 : A))) = 0 := by
      refine Eq.trans ?_ (sub_eq_zero.mpr heq)
      unfold normalOrdered
      rw [← sum_sub_distrib]
      refine sum_congr rfl fun j _ => ?_
      rw [← sum_sub_distrib, mul_sum]
      refine sum_congr rfl fun k _ => ?_
      rw [← sub_smul, mul_smul_comm, mul_one, mul_smul_comm]
    have hrow := coeff_eq_zero h N
      (fun j => ∑ k ∈ range N, a ^ k * ((c j k - d j k) • (1 : A)))
      (fun j => by
        simp only [mul_sum, sum_mul]
        refine sum_congr rfl fun k _ => ?_
        rw [mul_smul_comm, mul_one, mul_smul_comm, smul_mul_assoc, ← pow_succ, ← pow_succ'])
      hz j hj
    -- now `a` is the variable and `-b` its conjugate partner
    have h' : (-b) * a - a * (-b) = 1 := by rw [← h]; noncomm_ring
    have h0 := coeff_eq_zero h' N (fun k => (c j k - d j k) • (1 : A))
      (fun k => by simp only [mul_smul_comm, smul_mul_assoc, mul_one, one_mul]) hrow k hk
    exact sub_eq_zero.mp ((smul_eq_zero.mp h0).resolve_right one_ne_zero)
  · intro hc
    exact sum_congr rfl fun j hj => sum_congr rfl fun k hk => by
      rw [hc j (mem_range.mp hj) k (mem_range.mp hk)]

/-- On complex polynomials, differentiation and multiplication by `X` satisfy the commutation
relation of a lowering and a raising operator. -/
theorem normalOrdered_eq_iff_witness :
    (Polynomial.derivative : Module.End ℂ (Polynomial ℂ)) *
        LinearMap.mulLeft ℂ (Polynomial.X : Polynomial ℂ) -
      LinearMap.mulLeft ℂ (Polynomial.X : Polynomial ℂ) *
        (Polynomial.derivative : Module.End ℂ (Polynomial ℂ)) = 1 := by
  refine LinearMap.ext fun p => ?_
  change Polynomial.derivative (Polynomial.X * p) -
    Polynomial.X * Polynomial.derivative p = p
  rw [Polynomial.derivative_mul, Polynomial.derivative_X]
  ring

variable [StarRing A] [StarModule ℂ A]

/-- The adjoint of a normal-ordered sum is the normal-ordered sum whose coefficient array is
the conjugate transpose. -/
theorem star_normalOrdered (a : A) (N : ℕ) (c : ℕ → ℕ → ℂ) :
    star (normalOrdered (star a) a N c) =
      normalOrdered (star a) a N (fun j k => star (c k j)) := by
  simp only [normalOrdered, star_sum, star_smul, star_mul, star_pow, star_star]
  exact sum_comm

/-- Hermiticity test: for a bosonic mode `a`, a normal-ordered Hamiltonian is self-adjoint if
and only if its coefficients satisfy `c k j = conj (c j k)`. -/
theorem isSelfAdjoint_normalOrdered_iff [Nontrivial A] {a : A}
    (h : a * star a - star a * a = 1) (N : ℕ) (c : ℕ → ℕ → ℂ) :
    IsSelfAdjoint (normalOrdered (star a) a N c) ↔
      ∀ j < N, ∀ k < N, c k j = conj (c j k) := by
  rw [isSelfAdjoint_iff, star_normalOrdered, normalOrdered_eq_iff h]
  constructor
  · intro H j hj k hk
    exact (H k hk j hj).symm
  · intro H j hj k hk
    exact (H k hk j hj).symm

/-- Coefficient array of a quadratic Hamiltonian with frequency `ω`, linear drive terms `f, f'`
and squeezing terms `g, g'`. -/
def quadraticCoeff (ω f f' g g' : ℂ) : ℕ → ℕ → ℂ
  | 1, 1 => ω
  | 1, 0 => f
  | 0, 1 => f'
  | 2, 0 => g
  | 0, 2 => g'
  | _, _ => 0

/-- A driven and squeezed oscillator Hamiltonian is self-adjoint if and only if its frequency is
real and its drive and squeezing amplitudes occur in complex-conjugate pairs. -/
theorem isSelfAdjoint_quadratic_iff [Nontrivial A] {a : A}
    (h : a * star a - star a * a = 1) (ω f f' g g' : ℂ) :
    IsSelfAdjoint (ω • (star a * a) + f • star a + f' • a + g • star a ^ 2 + g' • a ^ 2) ↔
      conj ω = ω ∧ f' = conj f ∧ g' = conj g := by
  have e : ω • (star a * a) + f • star a + f' • a + g • star a ^ 2 + g' • a ^ 2 =
      normalOrdered (star a) a 3 (quadraticCoeff ω f f' g g') := by
    simp only [normalOrdered, sum_range_succ, sum_range_zero, quadraticCoeff, pow_zero, pow_one,
      one_mul, mul_one, zero_smul, zero_add, add_zero]
    abel
  rw [e, isSelfAdjoint_normalOrdered_iff h]
  constructor
  · intro H
    exact ⟨(H 1 (by norm_num) 1 (by norm_num)).symm, H 1 (by norm_num) 0 (by norm_num),
      H 2 (by norm_num) 0 (by norm_num)⟩
  · rintro ⟨hω, rfl, rfl⟩ j hj k hk
    interval_cases j <;> interval_cases k <;> simp [quadraticCoeff, hω]

end

end NormalOrderedHermiticity
```

```lean
#print axioms NormalOrderedHermiticity.isSelfAdjoint_normalOrdered_iff
#print axioms NormalOrderedHermiticity.isSelfAdjoint_quadratic_iff
```

```
'NormalOrderedHermiticity.isSelfAdjoint_normalOrdered_iff' depends on axioms: [propext, Classical.choice, Quot.sound]
'NormalOrderedHermiticity.isSelfAdjoint_quadratic_iff' depends on axioms: [propext, Classical.choice, Quot.sound]
```

## Coefficients, adjoints and the test

The main theorem, `isSelfAdjoint_normalOrdered_iff`, concerns the sum

H = Σ c_jk (a*)^j a^k, with j and k running from 0 to N − 1.

It states that H* = H holds if and only if

c_kj = conj(c_jk) for all j, k < N.

The first index counts raising operators and the second counts lowering operators. Diagonal coefficients, which multiply terms such as a* a, must be real. Off-diagonal coefficients must come in conjugate pairs, so a term that adds two quanta needs a partner that removes two. For N = 1 the sum is a constant, and the test says that the constant is real. For N = 0 the sum is zero and there is nothing to check.

In Lean, the algebra `A` is a ring with multiplication by complex numbers, and `star` is the adjoint. `StarRing` supplies the rule (x y)* = y* x*, and `StarModule ℂ A` makes the adjoint conjugate a complex factor. `IsSelfAdjoint` means `star x = x`. The hypothesis `h` is the canonical commutation relation of one bosonic mode, the relation that gives the oscillator its ladder of equally spaced levels. `Nontrivial A` says that 1 and 0 differ in `A`, which excludes the algebra with a single element, where every sum would be self-adjoint.

The coefficients form a function `c : ℕ → ℕ → ℂ`, of which only the entries with both indices below `N` enter the sum. The square range costs no generality, since any finite normal-ordered sum fits into it after padding with zeros. The definition `normalOrdered b a N c` keeps the raising operator `b` as a separate argument, because uniqueness of the coefficients needs only the commutation relation between `a` and `b`. The Hamiltonian is the case in which `b` is `star a`.

## A driven and squeezed oscillator

The theorem `isSelfAdjoint_quadratic_iff` applies the test to

H = ω a* a + f a* + f' a + g (a*)² + g' a².

Here ω is the frequency of the oscillator without the drive and squeezing terms, in units with ħ = 1, f and f' are the amplitudes of a linear drive, and g and g' are the amplitudes for creating and removing pairs of quanta. All five start as arbitrary complex numbers. The conclusion is that H is self-adjoint if and only if ω is real, f' = conj f and g' = conj g.

For a single mode with finitely many terms, the test lets one check a symbolic Hamiltonian, once it is written in normal order, by reading its coefficients, before any matrix is built. Matrices on a truncated number basis are a different matter, because no finite square matrices of positive size satisfy the commutation relation: the trace of a commutator is zero, while the trace of the identity is the dimension. Conjugate-symmetric coefficients still give a Hermitian matrix there, since that direction uses only the rules for adjoints. The converse can fail. On d levels the truncated lowering matrix satisfies a^d = 0, so the term i a^d contributes nothing and its coefficient goes unnoticed.

Self-adjointness here is an algebraic identity. On Fock space the operators are unbounded, and whether a formally Hermitian polynomial defines a self-adjoint operator also depends on its domain, about which the theorem says nothing. Nor does it say whether the energy is bounded below.

## Moving a lowering operator through raising operators

Write b for the raising operator, so that a b = b a + 1. The first step is the identity

a b^(j+1) = b^(j+1) a + (j+1) b^j.

For j = 0 this is the commutation relation. If it holds for j = n, multiply on the right by b:

a b^(n+2) = b^(n+1) a b + (n+1) b^(n+1)
= b^(n+1) (b a + 1) + (n+1) b^(n+1)
= b^(n+2) a + (n+2) b^(n+1).

This is `lower_mul_raise_pow`, and its `calc` block follows the same lines. The identity says that the commutator with a acts on powers of b as differentiation does on powers of a variable.

## Why a vanishing sum has vanishing coefficients

Suppose that

x_0 + b x_1 + b² x_2 + … + b^N x_N = 0,

where every x_j commutes with a. The x_j need not be numbers. The claim, proved in `coeff_eq_zero`, is that all of them are zero.

Take the commutator of a with the sum. The term x_0 drops out. For the others, the identity above and the fact that x_(j+1) commutes with a give

a b^(j+1) x_(j+1) − b^(j+1) x_(j+1) a = (j+1) b^j x_(j+1).

Adding these terms leaves

Σ b^j (j+1) x_(j+1) = 0, with j from 0 to N − 1.

This is a sum of the same kind with one term fewer, and its coefficients (j+1) x_(j+1) again commute with a. By induction on the number of terms they all vanish. Since j + 1 is a nonzero complex number, x_(j+1) = 0 for every j < N. The original equation then reduces to x_0 = 0.

The Lean proof has the same order. `sum_range_succ'` separates the term with index 0, `key` computes one commutator, and `hd` is the differentiated sum. The induction hypothesis then gives `hpos`, the vanishing of all coefficients except the first, and `hzero` removes their terms from the original sum.

## Uniqueness in both powers

Now let two normal-ordered sums with coefficients c_jk and d_jk be equal. Put e_jk = c_jk − d_jk and collect the difference by powers of b:

Σ b^j x_j = 0, where x_j = Σ e_jk a^k.

Each x_j is a polynomial in a and so commutes with a. The previous result gives x_j = 0 for every j < N, that is,

Σ a^k e_jk = 0 for each fixed j.

The same result now applies a second time, with a in the place of the raising operator. The element that takes the place of the lowering operator is −b, because

(−b) a − a (−b) = a b − b a = 1.

The coefficients e_jk are multiples of the identity and commute with −b. Hence e_jk times the identity is zero, and since the algebra is nontrivial, e_jk = 0.

This is the forward direction of `normalOrdered_eq_iff`. There `hz` is the difference collected by powers of `b`, `hrow` is the first use of `coeff_eq_zero`, and `h'` is the commutation relation for the second. The reverse direction replaces equal coefficients term by term.

## From uniqueness to the Hermiticity test

The adjoint reverses products and conjugates coefficients. With b = a*,

(c_jk (a*)^j a^k)* = conj(c_jk) (a*)^k a^j.

Each term stays normal-ordered, and no commutation relation is needed. Summing over j and k and exchanging the names of the two indices gives

H* = Σ conj(c_kj) (a*)^j a^k.

In `star_normalOrdered` the call to `simp` applies the rules for adjoints, and `sum_comm` exchanges the two sums.

The equation H* = H now compares two normal-ordered sums. By uniqueness it holds exactly when conj(c_kj) = c_jk for all j, k < N, which is the stated condition with the indices exchanged. The proof of `isSelfAdjoint_normalOrdered_iff` rewrites with these two results and then exchanges the indices.

For the quadratic Hamiltonian, N = 3 is enough, and the nonzero entries are

c_11 = ω, c_10 = f, c_01 = f', c_20 = g, c_02 = g'.

The pair (1,1) gives conj ω = ω, the pair (1,0) gives f' = conj f, and the pair (2,0) gives g' = conj g. Conversely, these three equations imply the condition for all nine index pairs, which `interval_cases` lists and `simp` checks.

## A model of the commutation relation

The theorem `normalOrdered_eq_iff_witness` shows that the relation behind uniqueness can be realised. On complex polynomials in X, let the lowering operator be differentiation and the raising operator multiplication by X. The product rule gives, for every polynomial p,

(X p)' − X p' = p,

so the commutator is the identity.

This model comes without an adjoint. An instance with a star operation also exists. The algebra generated by two symbols a and b with a b − b a = 1 carries a conjugate-linear star that exchanges a and b and reverses products, and it can be built without any Hilbert space; that construction is not formalised here.
